# In a quadratic strain model, fixing the cell shape preserves the summed thermal strain for every thermal stress exactly when all stiffness row sums are equal

A crystal cell has \(n\ge 1\) axes, labelled by \(i\) and \(j\), with fixed angles between them. The strain \(e_i\) is the relative change of length along axis \(i\), measured from the reference cell, which has the lowest energy when there is no thermal stress. The stiffness matrix \(C\) is real, symmetric and positive definite. The thermal stress \(s_i\) is the outward push of the vibrations along axis \(i\), taken as independent of strain. The energy of the model stands for the free energy at a fixed temperature, per volume of the reference cell and up to a constant:

\[
E(e)=\tfrac12\,e\cdot Ce-s\cdot e .
\]

The relaxed strain \(e\) minimises \(E\) over all strains. The fixed-shape strain \(u=(t,\dots,t)\) minimises it over uniform strains only, which scale every axis by the same factor. The expansion is the component sum \(\sum_i e_i\) or \(\sum_i u_i\), the relative volume change to first order. Further, \(r_i=\sum_j C_{ij}\) is a row sum, \(K=\sum_i r_i\) the sum of all entries, and \(S=\sum_i s_i\) the summed thermal stress.

## Equal row sums, and a bound under equal stress

The two expansions agree for every \(s\) if and only if all \(r_i\) are equal.

If the thermal stress has the same value \(p>0\) on every axis, there is also a bound:

\[
\sum_i u_i\le\sum_i e_i ,
\]

with equality exactly when all row sums are equal.

With unequal stresses even the sign can go wrong. For

\[
C=\begin{pmatrix}4&1\\1&1\end{pmatrix},\qquad s=(2,-1),
\]

the relaxed strain is \((1,-2)\), with sum \(-1\), and the fixed-shape strain is \((1/7,1/7)\), with sum \(2/7\). These numbers are too large to be real strains, since no length can change by \(-2\) times itself, but both minimisers are linear in \(s\). Multiplying \(s\) by \(10^{-3}\) gives small strains with the same signs: the relaxed cell contracts while the fixed-shape cell expands.

## Volume scans at fixed axis ratios

A quasi-harmonic calculation that scales a non-cubic reference cell uniformly, and reads the thermal expansion from the free-energy minimum, searches only the uniform strains, as the fixed-shape problem does. Within the quadratic model with constant thermal stress, the row sums tell whether this restriction is harmless for the volume whatever the thermal stress. For a cell with equivalent axes \(a,b\) and a distinct axis \(c\), the condition reads \(C_{aa}+C_{ab}=C_{ac}+C_{cc}\). A scan that relaxes the axis ratios at each volume is a different calculation. The test also does not cover angles that are free to relax. In a rhombohedral cell the three axes are equivalent, so their row sums are equal, yet a uniform scan can still give the wrong volume because it holds the angle fixed.

The matrix should be symmetrised before this test. The matrix

\[
\begin{pmatrix}2&1\\-1&2\end{pmatrix}
\]

has the positive quadratic form \(2x_0^2+2x_1^2\) and row sums 3 and 1, yet both expansions equal \(S/2\) for every \(s\), because the energy sees only the symmetric part. Positivity of the quadratic form alone therefore does not give the "only if" direction.

## From force balance to the row sums

**Relaxed strain.** Suppose \(Ce_0=s\), and write \(e=e_0+d\). By symmetry,

\[
E(e_0+d)=E(e_0)+d\cdot Ce_0-s\cdot d+\tfrac12\,d\cdot Cd
=E(e_0)+\tfrac12\,d\cdot Cd .
\]

Since \(d\cdot Cd>0\) for \(d\ne0\), \(e_0\) is the only minimiser. Such an \(e_0\) exists: \(Cx=0\) gives \(x\cdot Cx=0\), hence \(x=0\), and an injective linear map of a finite-dimensional space to itself is onto.

**Fixed-shape strain.** On uniform strains,

\[
E(t,\dots,t)=\tfrac12Kt^2-St .
\]

Here \(K\) is the quadratic form at \((1,\dots,1)\), so \(K>0\). The minimum is at \(t=S/K\), and \(\sum_i u_i=nS/K\).

**Equal row sums suffice.** Let \(r_i=r\) for all \(i\). By symmetry the column sums are also \(r\). Summing \(Ce=s\) over the axes gives

\[
S=\sum_j\Big(\sum_i C_{ij}\Big)e_j=r\sum_j e_j .
\]

Since \(K=nr>0\), \(r\) is nonzero, and \(\sum_i u_i=nS/(nr)=S/r=\sum_i e_i\).

**Equal stress decides the converse.** Let \(s_i=p>0\) for all \(i\). From \(Ce=s\) and \(Kt=np\),

\[
E(e)=-\tfrac12p\sum_i e_i,\qquad
E(u)=\tfrac12Kt^2-npt=-\tfrac12p\sum_i u_i .
\]

The energy difference found above, taken at \(u\), becomes

\[
p\Big(\sum_i e_i-\sum_i u_i\Big)=(u-e)\cdot C(u-e)\ge0 .
\]

This is the bound. If the expansions agree, then \(u=e\), so \(Cu=s\), which says \(r_it=p\) for each \(i\). As \(p\ne0\), also \(t\ne0\), and every row sum equals \(p/t\).

**The example.** Here \(C(1,-2)=(2,-1)\), \(K=7\) and \(S=1\), which gives the two strains quoted above. Positivity follows from \(x\cdot Cx=3x_0^2+(x_0+x_1)^2\).

## The Lean file

```lean
import Mathlib

open Matrix

namespace FixedCellShape

noncomputable section

variable {ι : Type*} [Fintype ι]

/-- A stiffness matrix: real, symmetric and positive definite. -/
structure IsStiffness (C : Matrix ι ι ℝ) : Prop where
  symm : C.IsSymm
  pos : ∀ x : ι → ℝ, x ≠ 0 → 0 < x ⬝ᵥ C *ᵥ x

/-- Energy of the strain `e` for stiffness `C` and thermal stress `s`. -/
def energy (C : Matrix ι ι ℝ) (s e : ι → ℝ) : ℝ :=
  (e ⬝ᵥ C *ᵥ e) / 2 - s ⬝ᵥ e

/-- The strain `e` minimises the energy among all strains. -/
def IsRelaxed (C : Matrix ι ι ℝ) (s e : ι → ℝ) : Prop :=
  ∀ e', energy C s e ≤ energy C s e'

/-- The strain `u` is the same along all axes and minimises the energy among such strains. -/
def IsFixedShape (C : Matrix ι ι ℝ) (s u : ι → ℝ) : Prop :=
  (∃ t : ℝ, u = fun _ => t) ∧ ∀ t' : ℝ, energy C s u ≤ energy C s (fun _ => t')

/-- Sum of the entries in row `i` of the stiffness matrix. -/
def rowSum (C : Matrix ι ι ℝ) (i : ι) : ℝ := ∑ j, C i j

/-- Sum of all entries of the stiffness matrix. -/
def total (C : Matrix ι ι ℝ) : ℝ := ∑ i, rowSum C i

/-- For a stiffness matrix, the energy of any strain exceeds that of a strain `e₀` in
balance with the thermal stress by half the quadratic form of their difference. -/
theorem energy_gap {C : Matrix ι ι ℝ} (hC : IsStiffness C) {s e₀ : ι → ℝ}
    (h₀ : C *ᵥ e₀ = s) (e : ι → ℝ) :
    energy C s e = energy C s e₀ + ((e - e₀) ⬝ᵥ C *ᵥ (e - e₀)) / 2 := by
  have hsym : e ⬝ᵥ C *ᵥ e₀ = e₀ ⬝ᵥ C *ᵥ e := by
    rw [Matrix.dotProduct_mulVec, ← Matrix.mulVec_transpose, hC.symm.eq, dotProduct_comm]
  subst h₀
  unfold energy
  rw [dotProduct_comm (C *ᵥ e₀) e, dotProduct_comm (C *ᵥ e₀) e₀]
  simp only [Matrix.mulVec_sub, dotProduct_sub, sub_dotProduct]
  linear_combination (-1 / 2) * hsym

/-- For a stiffness matrix, every thermal stress is balanced by exactly one strain. -/
theorem existsUnique_balance {C : Matrix ι ι ℝ} (hC : IsStiffness C) (s : ι → ℝ) :
    ∃! e : ι → ℝ, C *ᵥ e = s := by
  have hinj : Function.Injective (Matrix.mulVecLin C) := by
    rw [injective_iff_map_eq_zero]
    intro x hx
    by_contra hne
    have h := hC.pos x hne
    rw [Matrix.mulVecLin_apply] at hx
    rw [hx, dotProduct_zero] at h
    exact lt_irrefl _ h
  -- an injective linear map from a finite-dimensional space to itself is onto
  obtain ⟨e, he⟩ := LinearMap.injective_iff_surjective.mp hinj s
  exact ⟨e, he, fun e' he' => hinj (Eq.trans he' he.symm)⟩

/-- For a stiffness matrix, a strain minimises the energy among all strains exactly when
the elastic stress balances the thermal stress. -/
theorem relaxed_iff {C : Matrix ι ι ℝ} (hC : IsStiffness C) (s e : ι → ℝ) :
    IsRelaxed C s e ↔ C *ᵥ e = s := by
  constructor
  · intro h
    obtain ⟨e₀, h₀, -⟩ := existsUnique_balance hC s
    have h1 := energy_gap hC h₀ e
    have h2 := h e₀
    by_contra hne
    have h3 : e - e₀ ≠ 0 := fun h0 => hne (by rw [sub_eq_zero.mp h0]; exact h₀)
    linarith [hC.pos _ h3]
  · intro h e'
    have h1 := energy_gap hC h e'
    by_cases h0 : e' - e = 0
    · rw [sub_eq_zero.mp h0]
    · linarith [hC.pos _ h0]

/-- On the uniform strain with value `t` the energy is `t ^ 2 / 2` times the sum of all entries of
the matrix, minus `t` times the summed thermal stress. -/
theorem energy_uniform (C : Matrix ι ι ℝ) (s : ι → ℝ) (t : ℝ) :
    energy C s (fun _ => t) = t ^ 2 * total C / 2 - t * ∑ i, s i := by
  have ha : (fun _ : ι => t) ⬝ᵥ C *ᵥ (fun _ => t) = t ^ 2 * total C := by
    simp only [dotProduct, Matrix.mulVec, total, rowSum, Finset.mul_sum]
    exact Finset.sum_congr rfl fun i _ => Finset.sum_congr rfl fun j _ => by ring
  have hb : s ⬝ᵥ (fun _ => t) = t * ∑ i, s i := by
    simp only [dotProduct, Finset.mul_sum]
    exact Finset.sum_congr rfl fun i _ => mul_comm _ _
  rw [energy, ha, hb]

/-- The entries of a stiffness matrix with at least one axis have a positive sum. -/
theorem total_pos [Nonempty ι] {C : Matrix ι ι ℝ} (hC : IsStiffness C) : 0 < total C := by
  have h := hC.pos (fun _ => 1) (by
    intro h
    have h1 := congrFun h (Classical.arbitrary ι)
    simp at h1)
  simpa [dotProduct, Matrix.mulVec, total, rowSum] using h

/-- For a stiffness matrix with at least one axis, the fixed-shape minimiser has, along
every axis, the summed thermal stress divided by the sum of all stiffness entries. -/
theorem fixedShape_iff [Nonempty ι] {C : Matrix ι ι ℝ} (hC : IsStiffness C)
    (s u : ι → ℝ) :
    IsFixedShape C s u ↔ u = fun _ => (∑ i, s i) / total C := by
  have hK := total_pos hC
  obtain ⟨q, hq⟩ : ∃ q, q = (∑ i, s i) / total C := ⟨_, rfl⟩
  have hS : ∑ i, s i = q * total C := by rw [hq, div_mul_cancel₀ _ hK.ne']
  rw [← hq]
  constructor
  · rintro ⟨⟨t, rfl⟩, h⟩
    have h1 := h q
    simp only [energy_uniform, hS] at h1
    have h2 : (t - q) ^ 2 ≤ 0 := by
      by_contra hlt
      nlinarith [mul_pos hK (not_le.mp hlt)]
    have h3 : t - q = 0 :=
      (pow_eq_zero_iff two_ne_zero).mp (le_antisymm h2 (sq_nonneg _))
    rw [sub_eq_zero.mp h3]
  · intro hu
    subst hu
    refine ⟨⟨q, rfl⟩, fun t' => ?_⟩
    simp only [energy_uniform, hS]
    nlinarith [mul_nonneg hK.le (sq_nonneg (t' - q))]

/-- If all row sums of a stiffness matrix are equal, the relaxed and the fixed-shape
minimiser have the same component sum, whatever the thermal stress. -/
theorem sum_eq_of_rowSum_eq [Nonempty ι] {C : Matrix ι ι ℝ} (hC : IsStiffness C)
    (hr : ∀ i j, rowSum C i = rowSum C j) {s e u : ι → ℝ}
    (he : IsRelaxed C s e) (hu : IsFixedShape C s u) : ∑ i, e i = ∑ i, u i := by
  have hb := (relaxed_iff hC s e).mp he
  have hu' := (fixedShape_iff hC s u).mp hu
  have i₀ : ι := Classical.arbitrary ι
  -- sum the balance equations over all axes
  have hS : ∑ i, s i = rowSum C i₀ * ∑ i, e i := by
    rw [← hb]
    simp only [Matrix.mulVec, dotProduct]
    rw [Finset.sum_comm, Finset.mul_sum]
    refine Finset.sum_congr rfl fun j _ => ?_
    rw [← Finset.sum_mul, ← hr j i₀]
    congr 1
    exact Finset.sum_congr rfl fun i _ => hC.symm.apply j i
  have hK : total C = (Fintype.card ι : ℝ) * rowSum C i₀ := by
    have h : ∑ i, rowSum C i = ∑ _i : ι, rowSum C i₀ :=
      Finset.sum_congr rfl fun i _ => hr i i₀
    rw [total, h]
    simp
  have hpos := total_pos hC
  rw [hK] at hpos
  have h1 := left_ne_zero_of_mul hpos.ne'
  have h2 := right_ne_zero_of_mul hpos.ne'
  simp only [hu', Finset.sum_const, Finset.card_univ, nsmul_eq_mul, hS, hK]
  field_simp

/-- Under the same positive thermal stress `p` on every axis, fixing the cell shape never
raises the component sum of the minimising strain, and leaves it unchanged exactly when all
row sums of the stiffness matrix are equal. -/
theorem hydrostatic_le [Nonempty ι] {C : Matrix ι ι ℝ} (hC : IsStiffness C) {p : ℝ}
    (hp : 0 < p) {e u : ι → ℝ} (he : IsRelaxed C (fun _ => p) e)
    (hu : IsFixedShape C (fun _ => p) u) :
    ∑ i, u i ≤ ∑ i, e i ∧
      (∑ i, u i = ∑ i, e i ↔ ∀ i j, rowSum C i = rowSum C j) := by
  have hb := (relaxed_iff hC _ e).mp he
  have hK := total_pos hC
  obtain ⟨t, hut⟩ := hu.1
  have ht : t * total C = (Fintype.card ι : ℝ) * p := by
    have h := congrFun ((fixedShape_iff hC _ u).mp hu) (Classical.arbitrary ι)
    simp only [hut, Finset.sum_const, Finset.card_univ, nsmul_eq_mul] at h
    rw [h, div_mul_cancel₀ _ hK.ne']
  have hEe : energy C (fun _ => p) e = -(p * ∑ i, e i) / 2 := by
    have h : (fun _ => p) ⬝ᵥ e = p * ∑ i, e i := by
      simp only [dotProduct, Finset.mul_sum]
    rw [energy, hb, dotProduct_comm e, h]
    ring
  have hEu : energy C (fun _ => p) u = -(p * ∑ i, u i) / 2 := by
    simp only [hut, energy_uniform, Finset.sum_const, Finset.card_univ, nsmul_eq_mul]
    linear_combination (t / 2) * ht
  -- `p` times the difference of the expansions is the quadratic form at `u - e`
  have hgap : p * (∑ i, e i - ∑ i, u i) = (u - e) ⬝ᵥ C *ᵥ (u - e) := by
    have h := energy_gap hC hb u
    rw [hEe, hEu] at h
    linear_combination 2 * h
  have heq : ∑ i, u i = ∑ i, e i → u = e := by
    intro h
    by_contra hne
    have h1 := hC.pos _ (sub_ne_zero.mpr hne)
    rw [← hgap, h, sub_self, mul_zero] at h1
    exact lt_irrefl _ h1
  refine ⟨?_, fun h => ?_, fun hr => (sum_eq_of_rowSum_eq hC hr he hu).symm⟩
  · by_cases h : u = e
    · rw [h]
    · have h1 := hC.pos _ (sub_ne_zero.mpr h)
      rw [← hgap] at h1
      exact (sub_pos.mp ((mul_pos_iff_of_pos_left hp).mp h1)).le
  · have hrow : ∀ i, rowSum C i * t = p := by
      intro i
      have h1 := congrFun hb i
      rw [← heq h, hut] at h1
      simpa only [Matrix.mulVec, dotProduct, rowSum, Finset.sum_mul] using h1
    have ht0 : t ≠ 0 := by
      intro h0
      have h1 := hrow (Classical.arbitrary ι)
      rw [h0, mul_zero] at h1
      linarith
    exact fun i j => mul_right_cancel₀ ht0 ((hrow i).trans (hrow j).symm)

/-- For a stiffness matrix with at least one axis, the relaxed and the fixed-shape minimiser
have equal component sums for every thermal stress if and only if all row sums are equal. -/
theorem fixed_shape_exact_iff [Nonempty ι] {C : Matrix ι ι ℝ} (hC : IsStiffness C) :
    (∀ s e u : ι → ℝ, IsRelaxed C s e → IsFixedShape C s u → ∑ i, e i = ∑ i, u i) ↔
      ∀ i j, rowSum C i = rowSum C j := by
  constructor
  · intro h
    -- equal unit stress on all axes is already a decisive test
    obtain ⟨e, he, -⟩ := existsUnique_balance hC (fun _ => 1)
    have he' := (relaxed_iff hC _ e).mpr he
    have hu := (fixedShape_iff hC (fun _ => 1) _).mpr rfl
    exact (hydrostatic_le hC one_pos he' hu).2.mp (h _ _ _ he' hu).symm
  · exact fun hr s e u he hu => sum_eq_of_rowSum_eq hC hr he hu

/-- A stiffness matrix for two axes with unequal row sums. -/
def twoAxes : Matrix (Fin 2) (Fin 2) ℝ := !![4, 1; 1, 1]

/-- For `twoAxes` and thermal stress `(2, -1)` the relaxed minimiser is `(1, -2)` with
component sum `-1`, and the fixed-shape minimiser is `(1/7, 1/7)` with component sum `2/7`. -/
theorem twoAxes_opposite_signs :
    IsStiffness twoAxes ∧ IsRelaxed twoAxes ![2, -1] ![1, -2] ∧
      IsFixedShape twoAxes ![2, -1] (fun _ => 1 / 7) ∧
      ∑ i, (![1, -2] : Fin 2 → ℝ) i = -1 ∧ ∑ _i : Fin 2, (1 / 7 : ℝ) = 2 / 7 := by
  have hC : IsStiffness twoAxes := by
    refine ⟨Matrix.IsSymm.ext ?_, fun x hx => ?_⟩
    · intro i j
      fin_cases i <;> fin_cases j <;> simp [twoAxes]
    · have key : x ⬝ᵥ twoAxes *ᵥ x = 3 * x 0 ^ 2 + (x 0 + x 1) ^ 2 := by
        simp only [twoAxes, dotProduct, Matrix.mulVec, Fin.sum_univ_two, Matrix.of_apply,
          Matrix.cons_val_zero, Matrix.cons_val_one]
        ring
      rw [key]
      by_contra h
      have h' := not_lt.mp h
      have h0 : x 0 = 0 := (pow_eq_zero_iff two_ne_zero).mp
        (le_antisymm (by nlinarith [sq_nonneg (x 0 + x 1)]) (sq_nonneg (x 0)))
      rw [h0] at h'
      have h1 : x 1 = 0 := (pow_eq_zero_iff two_ne_zero).mp
        (le_antisymm (by nlinarith) (sq_nonneg (x 1)))
      apply hx
      funext i
      fin_cases i
      · exact h0
      · exact h1
  refine ⟨hC, (relaxed_iff hC _ _).mpr ?_, (fixedShape_iff hC _ _).mpr ?_, ?_, ?_⟩
  · funext i
    fin_cases i <;> norm_num [twoAxes, Matrix.mulVec, dotProduct, Fin.sum_univ_two]
  · funext i
    norm_num [twoAxes, total, rowSum, Fin.sum_univ_two]
  · norm_num [Fin.sum_univ_two]
  · norm_num [Fin.sum_univ_two]

end

end FixedCellShape
```

```lean
#print axioms FixedCellShape.hydrostatic_le
-- 'FixedCellShape.hydrostatic_le' depends on axioms: [propext, Classical.choice, Quot.sound]
#print axioms FixedCellShape.fixed_shape_exact_iff
-- 'FixedCellShape.fixed_shape_exact_iff' depends on axioms: [propext, Classical.choice, Quot.sound]
#print axioms FixedCellShape.twoAxes_opposite_signs
-- 'FixedCellShape.twoAxes_opposite_signs' depends on axioms: [propext, Classical.choice, Quot.sound]
```

## Reading the statements and their proofs

The finite type `ι` is the set of axes, and `ι → ℝ` holds a strain or a stress. The symbol `*ᵥ` applies a matrix to a vector, and `⬝ᵥ` is the dot product. `IsStiffness` contains symmetry and positivity. `IsRelaxed` and `IsFixedShape` express minimality directly, without a solution formula. `rowSum C i` is \(r_i\), and `total C` is \(K\).

The main theorem, `fixed_shape_exact_iff`, says that for a stiffness matrix on at least one axis, any relaxed and any fixed-shape minimiser for the same stress have equal sums, for all stresses, if and only if all row sums agree. Minimisers always exist, by `existsUnique_balance` with `relaxed_iff` and by `fixedShape_iff`, so the condition is never empty.

The lemmas take the same route as the derivation:

- `energy_gap` completes the square. `hsym` is the symmetry of the cross terms, and `linear_combination` collects the rest.
- `existsUnique_balance` gets injectivity from positivity, then surjectivity from finite dimension. `relaxed_iff` combines this with the energy gap: a minimiser out of balance would lie above the balanced strain.
- `energy_uniform` and `total_pos` give the parabola and its positive curvature. `fixedShape_iff` locates the minimum, with `nlinarith` using the square \((t-q)^2\), where \(q=S/K\).
- `sum_eq_of_rowSum_eq` exchanges the order of summation with `Finset.sum_comm` and turns column sums into row sums by symmetry.
- `hydrostatic_le` proves the bound and its equality case. Its step `hgap` is the displayed identity for \(p\), `heq` gives \(u=e\), and `hrow` gives \(r_it=p\).
- `fixed_shape_exact_iff` applies `hydrostatic_le` at \(p=1\) for the converse.
- `twoAxes_opposite_signs` checks the example, including that its matrix is a stiffness matrix.

## What a row-sum test settles in a code

For a symmetric positive definite \(C\), equal row sums guarantee that the fixed-shape expansion of the model is right for any thermal stress. Unequal row sums guarantee that some stress exposes a difference, and equal positive stress on all axes is always one.

The order of the quantifiers matters here. Agreement at a single stress does not imply equal row sums: for the example matrix and \(s=(5,2)\), both minimisers are \((1,1)\), although the row sums are 5 and 2 (for small strains, scale \(s\) down as before). Likewise, the bound can fail when the stresses are unequal. At \(s=(2,-1)\) the fixed-shape expansion is the larger one.

Agreement of the sums does not in general extend to the individual axes. With equal row sums and unequal stresses, the relaxed strain is not uniform, so a fixed-shape scan gets the axial expansions wrong even where the volume is right.

The physical input is assumed. The energy is quadratic, the stress does not depend on strain, and only the lengths of the axes change, not the angles between them. The exact relative volume change is the product of the factors \(1+e_i\), minus 1, which the component sum replaces to first order. The theorems concern real numbers and give no tolerance for row sums that are only nearly equal, for example because of numerical error in a computed stiffness matrix.
